# The Wronskian at the core radius fixes the spin-orbit integral of a regular radial pair at common energy

A semilocal two-component pseudopotential gives each total angular momentum \(j = l \pm \tfrac12\) of an orbital angular momentum \(l\) its own radial potential \(V_\pm(r)\). In the shape-consistent construction its radial functions are joined to the all-electron ones at a core radius \(R\), and inside \(R\) they are smooth and nodeless where the all-electron functions may have nodes. Matching concerns one radius while spin-orbit coupling acts throughout the core, so it is not obvious that the pseudo pair keeps the all-electron value of the core integral of \((V_+ - V_-)\) times the two radial functions. A Wronskian identity shows that matching values and slopes keeps it, in a model where the all-electron functions, like the pseudo ones, solve a Schrödinger-type radial equation with local potentials \(V_\pm\), both channels share one energy, the spin-orbit density is integrable and the Wronskian vanishes at the origin.

## The identity

In Hartree atomic units, let the reduced radial functions \(u_\pm\) at energy \(E\) satisfy
\[ u_\pm'' = \Big[\frac{l(l+1)}{r^2} + 2(V_\pm - E)\Big]u_\pm, \qquad 0 < r \le R. \]
Define \(W = u_+'u_- - u_+u_-'\) and \(I = \int_0^R (V_+ - V_-)u_+u_-\,dr\). In the derivative the products \(u_+'u_-'\) cancel, and so do the centrifugal and energy terms:
\[ W' = u_+''u_- - u_+u_-'' = 2(V_+ - V_-)u_+u_- . \]
If \(W \to 0\) as \(r \to 0^+\) and the right side is integrable, integration gives \(W(R) = 2I\). Dividing by \(u_+(R)u_-(R) \ne 0\),
\[ \Delta \equiv \frac{u_+'(R)}{u_+(R)} - \frac{u_-'(R)}{u_-(R)} = \frac{2I}{u_+(R)u_-(R)} . \]
Since \(W(R)\) contains only values and slopes at \(R\), two such pairs that match there have equal \(I\), whatever their nodes. If only the nonzero values match, the denominators agree, so equal \(\Delta\) is equivalent to equal \(I\). The operator \(\mathbf{l}\cdot\mathbf{s}\) has eigenvalues \(l/2\) and \(-(l+1)/2\); for \(V + V_{so}\,\mathbf{l}\cdot\mathbf{s}\), with scalar part \(V\) and spin-orbit part \(V_{so}\), this gives \(V_+ - V_- = \tfrac{2l+1}{2}V_{so}\) and \(\Delta = (2l+1)\int_0^R V_{so}u_+u_-\,dr\,/\,u_+(R)u_-(R)\).

If the all-electron reference pair and the pseudo pair both solve this radial equation with local \(j\)-dependent potentials at one reference energy, and both meet the conditions at the origin, matching at \(R\) therefore already conserves \(I\). A reference taken from the Dirac equation is not of this form. Behaviour at other energies, norm conservation and the coupled Dirac radial equations are not covered.

## Channels and regular pairs

In Lean 4 with Mathlib:

```lean
import Mathlib

open Real Set Filter Topology MeasureTheory

namespace SpinOrbitWronskian

noncomputable section
```

A channel carries its slope `du` as a separate function. `Solves` requires \(u' =\) `du` and the radial equation pointwise on \((0,R]\), with two-sided derivatives also at \(R\). The potential is otherwise arbitrary. A pseudo function joined with only its value and slope continuous generally has no second derivative at \(R\); the channel is then its inner branch, continued smoothly past \(R\).

```lean
/-- A radial channel: potential `V`, reduced radial function `u` and its slope `du`. -/
structure Channel where
  V : ℝ → ℝ
  u : ℝ → ℝ
  du : ℝ → ℝ

/-- The radial equation `u'' = (l(l+1)/r² + 2(V - E)) u` on `(0, R]`, with `u' = du`. -/
def Channel.Solves (c : Channel) (l : ℕ) (E R : ℝ) : Prop :=
  ∀ r ∈ Ioc (0 : ℝ) R, HasDerivAt c.u (c.du r) r ∧
    HasDerivAt c.du (((l : ℝ) * (l + 1) / r ^ 2 + 2 * (c.V r - E)) * c.u r) r

/-- The logarithmic derivative `u'(R) / u(R)`. -/
def Channel.logSlope (c : Channel) (R : ℝ) : ℝ := c.du R / c.u R

/-- Two channels have the same value and the same slope at `R`. -/
def Channel.MatchesAt (c c' : Channel) (R : ℝ) : Prop := c.u R = c'.u R ∧ c.du R = c'.du R
```

Channel `a` is the \(+\) channel and `b` the \(-\) channel, which fixes the signs of \(W\) and \(I\).

```lean
/-- The Wronskian `u₊' u₋ - u₊ u₋'`. -/
def wronskian (a b : Channel) : ℝ → ℝ := fun r => a.du r * b.u r - a.u r * b.du r

/-- The spin-orbit density `(V₊ - V₋) u₊ u₋`. -/
def soDensity (a b : Channel) : ℝ → ℝ := fun r => (a.V r - b.V r) * a.u r * b.u r

/-- The spin-orbit integral `∫₀ᴿ (V₊ - V₋) u₊ u₋ dr`. -/
def soIntegral (a b : Channel) (R : ℝ) : ℝ := ∫ r in (0 : ℝ)..R, soDensity a b r
```

The field `origin` stands for regularity at the nucleus, as when both functions vanish there with bounded slopes; `integrable` limits how singular \(V_+ - V_-\) may be. Both are assumed, not derived from the potentials.

```lean
/-- Two solutions at common `l` and `E` whose Wronskian tends to zero at the origin and
whose spin-orbit density is integrable up to `R`. -/
structure RegularPair (a b : Channel) (l : ℕ) (E R : ℝ) : Prop where
  plus : a.Solves l E R
  minus : b.Solves l E R
  origin : Tendsto (wronskian a b) (𝓝[>] 0) (𝓝 0)
  integrable : IntervalIntegrable (soDensity a b) volume 0 R
```

## From the Wronskian to the splitting

Two product rules build `h`, and `ring` performs the cancellation in \(W'\).

```lean
variable {a b a' b' : Channel} {l : ℕ} {E R : ℝ}

/-- The derivative of the Wronskian is twice the spin-orbit density. -/
theorem wronskian_hasDerivAt (ha : a.Solves l E R) (hb : b.Solves l E R) {r : ℝ}
    (hr : r ∈ Ioc (0 : ℝ) R) : HasDerivAt (wronskian a b) (2 * soDensity a b r) r := by
  obtain ⟨ha1, ha2⟩ := ha r hr
  obtain ⟨hb1, hb2⟩ := hb r hr
  have h := (ha2.fun_mul hb1).fun_sub (ha1.fun_mul hb2)
  -- centrifugal and energy terms cancel
  exact HasDerivAt.congr_deriv h (by simp only [soDensity]; ring)
```

The fundamental theorem of calculus is applied with one-sided limits: `p.origin` at \(0\), and at \(R\) the continuity that follows from differentiability.

```lean
/-- The Wronskian at `R` is twice the spin-orbit integral. -/
theorem wronskian_eq (hR : 0 < R) (p : RegularPair a b l E R) :
    wronskian a b R = 2 * soIntegral a b R := by
  have h := intervalIntegral.integral_eq_sub_of_hasDerivAt_of_tendsto
    (f := wronskian a b) (f' := fun r => 2 * soDensity a b r) hR
    (fun r hr => wronskian_hasDerivAt p.plus p.minus ⟨hr.1, hr.2.le⟩)
    (p.integrable.const_mul 2) p.origin
    ((wronskian_hasDerivAt p.plus p.minus ⟨hR, le_rfl⟩).continuousAt.tendsto.mono_left
      nhdsWithin_le_nhds)
  simp only [intervalIntegral.integral_const_mul, sub_zero] at h
  exact h.symm
```

Replacing \(2I\) by \(W(R)\) leaves an identity of fractions, which `field_simp` clears using `ha` and `hb`.

```lean
/-- The logarithmic derivatives at `R` differ by twice the spin-orbit integral divided by
`u₊(R) u₋(R)`. -/
theorem logSlope_splitting (hR : 0 < R) (p : RegularPair a b l E R)
    (ha : a.u R ≠ 0) (hb : b.u R ≠ 0) :
    a.logSlope R - b.logSlope R = 2 * soIntegral a b R / (a.u R * b.u R) := by
  rw [← wronskian_eq hR p]
  simp only [Channel.logSlope, wronskian]
  field_simp
```

Primes denote the second pair, at the same `l`, `E`, `R`. The step `hw` equates the Wronskians at \(R\); neither nodes nor \(u(R) \ne 0\) enter.

```lean
/-- Two regular pairs matching values and slopes at `R` have the same spin-orbit integral. -/
theorem soIntegral_eq_of_match (hR : 0 < R) (p : RegularPair a b l E R)
    (p' : RegularPair a' b' l E R) (ma : a.MatchesAt a' R) (mb : b.MatchesAt b' R) :
    soIntegral a b R = soIntegral a' b' R := by
  have hw : wronskian a b R = wronskian a' b' R := by
    simp only [wronskian]
    rw [ma.1, ma.2, mb.1, mb.2]
  rw [wronskian_eq hR p, wronskian_eq hR p'] at hw
  linarith
```

Here only values match, and `div_left_inj'` cancels the common denominator.

```lean
/-- For two regular pairs with equal nonzero values at `R`, the differences of logarithmic
derivatives agree exactly when the spin-orbit integrals agree. -/
theorem splitting_eq_iff (hR : 0 < R) (p : RegularPair a b l E R)
    (p' : RegularPair a' b' l E R) (ha : a.u R ≠ 0) (hb : b.u R ≠ 0)
    (ma : a.u R = a'.u R) (mb : b.u R = b'.u R) :
    a.logSlope R - b.logSlope R = a'.logSlope R - b'.logSlope R ↔
      soIntegral a b R = soIntegral a' b' R := by
  rw [logSlope_splitting hR p ha hb, logSlope_splitting hR p' (ma ▸ ha) (mb ▸ hb),
    ← ma, ← mb, div_left_inj' (mul_ne_zero ha hb)]
  constructor <;> intro h <;> linarith
```

The \(\mathbf{l}\cdot\mathbf{s}\) coefficients are postulated in `hp` and `hm`, and `hd` inserts their difference into the spin-orbit density. For \(l = 0\) the formula holds, although no \(j = l - \tfrac12\) state exists.

```lean
/-- For `V₊ = V + (l/2) V_so` and `V₋ = V - ((l+1)/2) V_so` the logarithmic derivatives
differ by `(2l+1) ∫₀ᴿ V_so u₊ u₋ dr / (u₊(R) u₋(R))`. -/
theorem logSlope_splitting_LS (hR : 0 < R) (p : RegularPair a b l E R)
    (ha : a.u R ≠ 0) (hb : b.u R ≠ 0) (V Vso : ℝ → ℝ)
    (hp : ∀ r, a.V r = V r + (l : ℝ) / 2 * Vso r)
    (hm : ∀ r, b.V r = V r - ((l : ℝ) + 1) / 2 * Vso r) :
    a.logSlope R - b.logSlope R =
      (2 * l + 1) * (∫ r in (0 : ℝ)..R, Vso r * a.u r * b.u r) / (a.u R * b.u R) := by
  have hd : ∀ r, soDensity a b r = (2 * l + 1) / 2 * (Vso r * a.u r * b.u r) := by
    intro r
    simp only [soDensity]
    rw [hp, hm]
    ring
  rw [logSlope_splitting hR p ha hb]
  simp only [soIntegral, hd, intervalIntegral.integral_const_mul]
  ring
```

## A nodal and a nodeless partner with equal integral

Take \(l = 1\), \(E = -\tfrac12\), \(R = 4\). The channel `twoP` is hydrogenic 2p for charge 2, `threeP` is 3p for charge 3, and `pseudoP` is a shifted 2p for charge 1. These are exactly solvable stand-ins, not the fine-structure partners of an atom.

```lean
/-- The channel `u = r² e^{-r}` in `V = -2/r`. -/
def twoP : Channel :=
  ⟨fun r => -2 / r, fun r => r ^ 2 * exp (-r), fun r => (2 * r - r ^ 2) * exp (-r)⟩

/-- The channel `u = (r² - r³/2) e^{-r}` in `V = -3/r`. -/
def threeP : Channel :=
  ⟨fun r => -3 / r, fun r => (r ^ 2 - r ^ 3 / 2) * exp (-r),
    fun r => (2 * r - 5 / 2 * r ^ 2 + r ^ 3 / 2) * exp (-r)⟩

/-- The channel `u = -r² e^{-r/2-2}` in `V = -1/r - 3/8`. -/
def pseudoP : Channel :=
  ⟨fun r => -1 / r - 3 / 8, fun r => -r ^ 2 * exp (-r / 2 - 2),
    fun r => (-2 * r + r ^ 2 / 2) * exp (-r / 2 - 2)⟩
```

Every value and slope is an exponential times a polynomial of degree at most three without constant term, so one product rule serves all six derivatives in `explicit_solve`.

```lean
/-- Derivative at `r` of `(b x + c x² + d x³) g(x)` when `g'(r) = k g(r)`. -/
theorem cubic_mul_hasDerivAt {f g : ℝ → ℝ} {k r y : ℝ} (b c d : ℝ)
    (hg : HasDerivAt g (k * g r) r) (hf : ∀ x, f x = (b * x + c * x ^ 2 + d * x ^ 3) * g x)
    (hy : y = (b + 2 * c * r + 3 * d * r ^ 2 + k * (b * r + c * r ^ 2 + d * r ^ 3)) * g r) :
    HasDerivAt f y r := by
  have hf' : f = fun x => (b * x + c * x ^ 2 + d * x ^ 3) * g x := funext hf
  have h := ((((hasDerivAt_id' r).const_mul b).fun_add
    ((hasDerivAt_pow 2 r).const_mul c)).fun_add ((hasDerivAt_pow 3 r).const_mul d)).fun_mul hg
  rw [hf', hy]
  exact HasDerivAt.congr_deriv h (by ring1)

/-- The three explicit channels solve the radial equation with `l = 1`, `E = -1/2`. -/
theorem explicit_solve (R : ℝ) :
    twoP.Solves 1 (-1 / 2) R ∧ threeP.Solves 1 (-1 / 2) R ∧ pseudoP.Solves 1 (-1 / 2) R := by
  have g1 : ∀ r : ℝ, HasDerivAt (fun x : ℝ => exp (-x)) (-1 * exp (-r)) r :=
    fun r => (hasDerivAt_neg' r).exp.congr_deriv (by ring)
  have g2 : ∀ r : ℝ, HasDerivAt (fun x : ℝ => exp (-x / 2 - 2)) (-1 / 2 * exp (-r / 2 - 2)) r :=
    fun r => (((hasDerivAt_neg' r).div_const 2).sub_const 2).exp.congr_deriv (by ring)
  refine ⟨fun r hr => ⟨cubic_mul_hasDerivAt 0 1 0 (g1 r) (fun x => ?_) ?_,
      cubic_mul_hasDerivAt 2 (-1) 0 (g1 r) (fun x => ?_) ?_⟩,
    fun r hr => ⟨cubic_mul_hasDerivAt 0 1 (-1 / 2) (g1 r) (fun x => ?_) ?_,
      cubic_mul_hasDerivAt 2 (-5 / 2) (1 / 2) (g1 r) (fun x => ?_) ?_⟩,
    fun r hr => ⟨cubic_mul_hasDerivAt 0 (-1) 0 (g2 r) (fun x => ?_) ?_,
      cubic_mul_hasDerivAt (-2) (1 / 2) 0 (g2 r) (fun x => ?_) ?_⟩⟩
  all_goals
    have h0 : r ≠ 0 := hr.1.ne'
    simp only [twoP, threeP, pseudoP, Nat.cast_one]
    first | ring1 | (field_simp; ring1)
```

At \(R = 4\) both partners have value \(-16e^{-4}\) and slope \(0\), while `twoP` has \(16e^{-4}\) and \(-8e^{-4}\), so \(W(4) = 128e^{-8}\) (step `w`). The steps `d1` and `d2` rewrite the densities without poles, continuity gives regularity, and `i1`, `i2` yield \(I = 64e^{-8}\) with no integral evaluated.

```lean
/-- At `l = 1`, `E = -1/2`, `R = 4` the pairs `(twoP, threeP)` and `(twoP, pseudoP)` are
regular and match; `threeP` vanishes at `r = 2`, `pseudoP` nowhere off the origin, and both
spin-orbit integrals equal `64 e^{-8}`. -/
theorem matching_witness :
    RegularPair twoP threeP 1 (-1 / 2) 4 ∧ RegularPair twoP pseudoP 1 (-1 / 2) 4 ∧
      threeP.MatchesAt pseudoP 4 ∧ threeP.u 2 = 0 ∧ (∀ r, r ≠ 0 → pseudoP.u r ≠ 0) ∧
      soIntegral twoP threeP 4 = 64 * exp (-4) ^ 2 ∧
      soIntegral twoP pseudoP 4 = 64 * exp (-4) ^ 2 := by
  obtain ⟨s1, s2, s3⟩ := explicit_solve 4
  have c1 : Continuous (wronskian twoP threeP) := by
    unfold wronskian twoP threeP; dsimp only; fun_prop
  have c2 : Continuous (wronskian twoP pseudoP) := by
    unfold wronskian twoP pseudoP; dsimp only; fun_prop
  -- the 1/r poles are absorbed by the factor r²
  have d1 : soDensity twoP threeP =
      fun r => r * exp (-r) * ((r ^ 2 - r ^ 3 / 2) * exp (-r)) := by
    funext r
    simp only [soDensity, twoP, threeP]
    by_cases h : r = 0
    · simp [h]
    · field_simp
      ring
  have d2 : soDensity twoP pseudoP =
      fun r => (-r + 3 / 8 * r ^ 2) * exp (-r) * (-r ^ 2 * exp (-r / 2 - 2)) := by
    funext r
    simp only [soDensity, twoP, pseudoP]
    by_cases h : r = 0
    · simp [h]
    · field_simp
      ring
  have p1 : RegularPair twoP threeP 1 (-1 / 2) 4 :=
    ⟨s1, s2, (c1.tendsto' 0 0 (by simp [wronskian, twoP, threeP])).mono_left nhdsWithin_le_nhds,
      by rw [d1]; exact Continuous.intervalIntegrable (by fun_prop) _ _⟩
  have p2 : RegularPair twoP pseudoP 1 (-1 / 2) 4 :=
    ⟨s1, s3, (c2.tendsto' 0 0 (by simp [wronskian, twoP, pseudoP])).mono_left nhdsWithin_le_nhds,
      by rw [d2]; exact Continuous.intervalIntegrable (by fun_prop) _ _⟩
  have m : threeP.MatchesAt pseudoP 4 := by
    constructor <;> simp only [threeP, pseudoP] <;> ring_nf
  have w : wronskian twoP threeP 4 = 128 * exp (-4) ^ 2 := by
    simp only [wronskian, twoP, threeP]; ring
  have i1 := wronskian_eq (by norm_num) p1
  have i2 := soIntegral_eq_of_match (by norm_num) p1 p2 ⟨rfl, rfl⟩ m
  refine ⟨p1, p2, m, by simp only [threeP]; ring, fun r hr => ?_, by linarith, by linarith⟩
  exact mul_ne_zero (neg_ne_zero.2 (pow_ne_zero 2 hr)) (exp_ne_zero _)

end

end SpinOrbitWronskian
```

```lean
#print axioms SpinOrbitWronskian.soIntegral_eq_of_match
#print axioms SpinOrbitWronskian.splitting_eq_iff
#print axioms SpinOrbitWronskian.logSlope_splitting_LS
```

```
'SpinOrbitWronskian.soIntegral_eq_of_match' depends on axioms: [propext, Classical.choice, Quot.sound]
'SpinOrbitWronskian.splitting_eq_iff' depends on axioms: [propext, Classical.choice, Quot.sound]
'SpinOrbitWronskian.logSlope_splitting_LS' depends on axioms: [propext, Classical.choice, Quot.sound]
```

The functions are unnormalised. The splitting \(\Delta = -\tfrac12\) does not depend on normalisation. On the half-line `twoP` and `threeP` have squared norms \(3/4\) and \(9/32\); normalising them, and scaling `pseudoP` like `threeP` to keep the match, gives \(I = 64\sqrt{128/27}\,e^{-8} \approx 0.047\). These figures and the remarks below are ordinary calculus rather than compiled theorems.

## An irregular solution, and separate energies

Without `origin` the identity fails. Take \(l = 0\), \(E = 0\), \(V_\pm = 0\), \(u_+ = r\), \(u_- = 1\). Both solve \(u'' = 0\) and \(I = 0\), yet \(W = 1\) everywhere and \(\Delta = 1/R\).

A `RegularPair` with one energy per channel, \(E_+\) and \(E_-\), would describe references taken at the two split eigenvalues. The energy terms would survive, \(W' = 2[(V_+ - V_-) - (E_+ - E_-)]u_+u_-\), and matching would conserve \(I - (E_+ - E_-)\int_0^R u_+u_-\,dr\). Equality of \(I\) alone would then also need equal core overlaps.
